# Rotating a spin component about the x-axis by conjugation with exp(iθJx)

For finite complex matrices with [Jx, Jy] = iJz and [Jz, Jx] = iJy, the theorem states that exp(iθJx) Jz = (cos θ Jz + sin θ Jy) exp(iθJx) for every complex θ. In physics this is the rotation of the angular-momentum component Jz about the x-axis, in units where ħ = 1. Neither Hermiticity nor the third commutation relation is assumed. With A = iJx, the proof shows that exp(−tA)(cos t Jz + sin t Jy) exp(tA) has zero derivative in t, so its values at θ and 0 agree. It then multiplies on the left by exp(θA) to reach the claim.

This version doesn't compile in Lean 4 with Mathlib:

```lean
import Mathlib

open Matrix
open scoped Matrix.Norms.Operator

namespace RotationAboutX

noncomputable section

variable {n : Type*} [Fintype n] [DecidableEq n]

/-- The exponentials of a matrix and of its negative are inverse to each other. -/
theorem exp_mul_exp_neg (A : Matrix n n ℂ) :
    NormedSpace.exp A * NormedSpace.exp (-A) = 1 := by
  have h := Matrix.exp_add_of_commute A (-A) (Commute.refl A).neg_right
  rw [add_neg_cancel, NormedSpace.exp_zero] at h
  exact h.symm

/-- If `[Jx, Jy] = i Jz` and `[Jz, Jx] = i Jy`, then moving `exp(iθ Jx)` past `Jz` turns `Jz`
into `cos θ Jz + sin θ Jy`, for every complex angle `θ`. -/
theorem rotation_about_x {Jx Jy Jz : Matrix n n ℂ}
    (hxy : Jx * Jy - Jy * Jx = Complex.I • Jz)
    (hzx : Jz * Jx - Jx * Jz = Complex.I • Jy) (θ : ℂ) :
    NormedSpace.exp (θ • (Complex.I • Jx)) * Jz =
      (Complex.cos θ • Jz + Complex.sin θ • Jy) *
        NormedSpace.exp (θ • (Complex.I • Jx)) := by
  obtain ⟨A, hA⟩ : ∃ A : Matrix n n ℂ, A = Complex.I • Jx := ⟨_, rfl⟩
  -- the generator A = i Jx rotates the pair (Jz, Jy)
  have hAz : A * Jz = Jz * A + Jy := by
    have h : Jx * Jz = Jz * Jx - Complex.I • Jy := by rw [← hzx]; abel
    rw [hA, smul_mul_assoc, mul_smul_comm, h, smul_sub, smul_smul, Complex.I_mul_I]
    module
  have hAy : A * Jy = Jy * A - Jz := by
    have h : Jx * Jy = Jy * Jx + Complex.I • Jz := by rw [← hxy]; abel
    rw [hA, smul_mul_assoc, mul_smul_comm, h, smul_add, smul_smul, Complex.I_mul_I]
    module
  rw [← hA]
  have alg : ∀ P M M' Q : Matrix n n ℂ, A * M = M * A + M' →
      (P * -A * M + P * M') * Q + P * M * (A * Q) = 0 := by
    intro P M M' Q h
    have h' : M' = A * M - M * A := by rw [h]; abel
    rw [h']
    noncomm_ring
  -- the back-rotated combination does not depend on the angle
  have hG : ∀ t : ℂ, HasDerivAt (fun t : ℂ => NormedSpace.exp (t • (-A)) *
      (Complex.cos t • Jz + Complex.sin t • Jy) * NormedSpace.exp (t • A)) 0 t := by
    intro t
    have hM : HasDerivAt (fun t : ℂ => Complex.cos t • Jz + Complex.sin t • Jy)
        (-Complex.sin t • Jz + Complex.cos t • Jy) t :=
      ((Complex.hasDerivAt_cos t).smul_const Jz).fun_add
        ((Complex.hasDerivAt_sin t).smul_const Jy)
    have h := ((hasDerivAt_exp_smul_const (-A) t).fun_mul hM).fun_mul
      (hasDerivAt_exp_smul_const' A t)
    refine h.congr_deriv (alg _ _ _ _ ?_)
    rw [mul_add, add_mul, mul_smul_comm, mul_smul_comm, smul_mul_assoc, smul_mul_assoc,
      hAz, hAy]
    module
  have hconst := is_const_of_deriv_eq_zero (fun t => (hG t).differentiableAt)
    (fun t => (hG t).deriv) θ 0
  simp only [zero_smul, NormedSpace.exp_zero, Complex.cos_zero, Complex.sin_zero, one_smul,
    add_zero, one_mul, mul_one, smul_neg] at hconst
  calc NormedSpace.exp (θ • A) * Jz
      = NormedSpace.exp (θ • A) * (NormedSpace.exp (-(θ • A)) *
          (Complex.cos θ • Jz + Complex.sin θ • Jy) * NormedSpace.exp (θ • A)) := by
        rw [hconst]
    _ = (NormedSpace.exp (θ • A) * NormedSpace.exp (-(θ • A))) *
          (Complex.cos θ • Jz + Complex.sin θ • Jy) * NormedSpace.exp (θ • A) := by
        simp only [mul_assoc]
    _ = _ := by rw [exp_mul_exp_neg, one_mul]

end

end RotationAboutX
```

Compiling this gives:

```
Main.lean:64:82: error: unsolved goals
n : Type u_1
inst✝¹ : Fintype n
inst✝ : DecidableEq n
Jx Jy Jz : Matrix n n ℂ
hxy : Jx * Jy - Jy * Jx = Complex.I • Jz
hzx : Jz * Jx - Jx * Jz = Complex.I • Jy
θ : ℂ
A : Matrix n n ℂ
hA : A = Complex.I • Jx
hAz : A * Jz = Jz * A + Jy
hAy : A * Jy = Jy * A - Jz
alg : ∀ (P M M' Q : Matrix n n ℂ), A * M = M * A + M' → (P * -A * M + P * M') * Q + P * M * (A * Q) = 0
hG :
  ∀ (t : ℂ),
    HasDerivAt (fun t => NormedSpace.exp (t • -A) * (Complex.cos t • Jz + Complex.sin t • Jy) * NormedSpace.exp (t • A))
      0 t
hconst :
  NormedSpace.exp (-(θ • A)) * (Complex.cos θ • Jz + Complex.sin θ • Jy) * NormedSpace.exp (θ • A) =
    NormedSpace.exp (-0) * Jz
⊢ NormedSpace.exp (θ • A) * Jz = NormedSpace.exp (θ • A) * (NormedSpace.exp (-0) * Jz)
Main.lean:61:14: warning: This simp argument is unused:
  one_mul

Hint: Omit it from the simp argument list.
  [apply] simp only [zero_smul, NormedSpace.exp_zero, Complex.cos_zero, Complex.sin_zero, one_smul, add_zero, mul_one,
    smul_neg] at hconst

Note: This linter can be disabled with `set_option linter.unusedSimpArgs false`
```

The error is in the first step of the `calc` block, where `rw [hconst]` leaves a goal whose two sides differ by a factor `NormedSpace.exp (-0)`. That factor comes from the value at angle zero, which contains `NormedSpace.exp (0 • -A)`. In the `simp only` call, `smul_neg` moved the minus sign outside, giving `-(0 • A)`, and `zero_smul` then made this `-0`. No lemma in the list turns `-0` into `0`, so `NormedSpace.exp_zero` did not match, and the reflexivity check that `rw` runs at the end did not close the goal.

The warning that `one_mul` is unused has the same cause: the exponential on the left never became `1`, so there was no factor `1 *` to remove.

Adding `neg_zero` supplies the missing step. The exponential becomes `1`, `one_mul` removes it, and the right side of `hconst` is just `Jz`. After `rw [hconst]` both sides of the goal are the same, and `rw` closes it.

This version goes through:

```diff
@@ -59,5 +59,5 @@
     (fun t => (hG t).deriv) θ 0
   simp only [zero_smul, NormedSpace.exp_zero, Complex.cos_zero, Complex.sin_zero, one_smul,
-    add_zero, one_mul, mul_one, smul_neg] at hconst
+    add_zero, one_mul, mul_one, smul_neg, neg_zero] at hconst
   calc NormedSpace.exp (θ • A) * Jz
       = NormedSpace.exp (θ • A) * (NormedSpace.exp (-(θ • A)) *
```
